# For Δ > 0 and nonzero coupling, the 8×8 Kane matrix has exactly one positive level, which tends to max(Eg, 0) as the coupling vanishes

Take one $s$ orbital and three $p$ orbitals, each with two spin states, and set $\hbar=1$; $E_g$ is the energy of the $s$ level, $\Delta$ the spin-orbit splitting of the $p$ levels, and $q$ a real coupling between $s$ and $p_z$ states of equal spin. Energies are measured from the upper $p$ level ($j=3/2$) at $q=0$, so a negative $E_g$ means inverted order, with the $s$ level below it.

In Lean 4 with Mathlib:

```lean
import Mathlib

open Matrix Filter Topology
open scoped Kronecker

namespace KaneInvertedGap

noncomputable section

/-- Orbital angular momentum `l_x` in the basis `s, p_x, p_y, p_z`. -/
def lx : Matrix (Fin 4) (Fin 4) ℂ :=
  !![0, 0, 0, 0; 0, 0, 0, 0; 0, 0, 0, -Complex.I; 0, 0, Complex.I, 0]

/-- Orbital angular momentum `l_y` in the basis `s, p_x, p_y, p_z`. -/
def ly : Matrix (Fin 4) (Fin 4) ℂ :=
  !![0, 0, 0, 0; 0, 0, 0, Complex.I; 0, 0, 0, 0; 0, -Complex.I, 0, 0]

/-- Orbital angular momentum `l_z` in the basis `s, p_x, p_y, p_z`. -/
def lz : Matrix (Fin 4) (Fin 4) ℂ :=
  !![0, 0, 0, 0; 0, 0, -Complex.I, 0; 0, Complex.I, 0, 0; 0, 0, 0, 0]

/-- The Kane matrix: `s` level `Eg`, `p` block `(2Δ/3) l·s - Δ/3`, and a spin-diagonal
coupling `q` between `s` and `p_z`. -/
def kane (Eg Δ q : ℝ) : Matrix (Fin 4 × Fin 2) (Fin 4 × Fin 2) ℂ :=
  (!![(Eg : ℂ), 0, 0, q; 0, -Δ / 3, 0, 0; 0, 0, -Δ / 3, 0; q, 0, 0, -Δ / 3] :
    Matrix (Fin 4) (Fin 4) ℂ) ⊗ₖ (1 : Matrix (Fin 2) (Fin 2) ℂ)
  + (2 * Δ / 3 : ℂ) • (lx ⊗ₖ !![0, 1 / 2; 1 / 2, 0]
    + ly ⊗ₖ !![0, -Complex.I / 2; Complex.I / 2, 0] + lz ⊗ₖ !![1 / 2, 0; 0, -1 / 2])

/-- `E` is an energy level of the Kane matrix: it has a nonzero eigenvector. -/
def IsLevel (Eg Δ q E : ℝ) : Prop :=
  ∃ v : Fin 4 × Fin 2 → ℂ, v ≠ 0 ∧ kane Eg Δ q *ᵥ v = (E : ℂ) • v

/-- The Kane cubic `E(E - Eg)(E + Δ) - q²(E + 2Δ/3)`. -/
def secular (Eg Δ q E : ℝ) : ℝ :=
  E * (E - Eg) * (E + Δ) - q ^ 2 * (E + 2 * Δ / 3)

/-- The Kane matrix acting on a state, written out by orbital (rows) and spin (columns). -/
theorem kane_mulVec (Eg Δ q : ℝ) (v : Fin 4 × Fin 2 → ℂ) :
    kane Eg Δ q *ᵥ v = fun p => (!![
      Eg * v (0, 0) + q * v (3, 0), Eg * v (0, 1) + q * v (3, 1);
      Δ / 3 * (v (3, 1) - Complex.I * v (2, 0) - v (1, 0)),
      Δ / 3 * (-v (3, 0) + Complex.I * v (2, 1) - v (1, 1));
      Δ / 3 * (-Complex.I * v (3, 1) + Complex.I * v (1, 0) - v (2, 0)),
      Δ / 3 * (-Complex.I * v (3, 0) - Complex.I * v (1, 1) - v (2, 1));
      q * v (0, 0) + Δ / 3 * (Complex.I * v (2, 1) - v (1, 1) - v (3, 0)),
      q * v (0, 1) + Δ / 3 * (Complex.I * v (2, 0) + v (1, 0) - v (3, 1))] :
      Matrix (Fin 4) (Fin 2) ℂ) p.1 p.2 := by
  have hI := Complex.I_mul_I
  ext ⟨i, s⟩
  fin_cases i <;> fin_cases s <;>
    simp [kane, lx, ly, lz, Matrix.mulVec, dotProduct, Fintype.sum_prod_type,
      Fin.sum_univ_four, Fin.sum_univ_two, Matrix.one_apply] <;> grind

/-- In one four-amplitude sector, a positive energy that is not a root of the Kane cubic
admits only the zero state, for `Δ > 0`. -/
theorem sector_zero {Eg Δ q E : ℝ} (hΔ : 0 < Δ) (hE : 0 < E) (hc : secular Eg Δ q E ≠ 0)
    {s x y z : ℂ} (hs : Eg * s + q * z = E * s)
    (hx : Δ / 3 * (-z + Complex.I * y - x) = E * x)
    (hy : Δ / 3 * (-Complex.I * z - Complex.I * x - y) = E * y)
    (hz : q * s + Δ / 3 * (Complex.I * y - x - z) = E * z) :
    s = 0 ∧ x = 0 ∧ y = 0 ∧ z = 0 := by
  have hc' : (E : ℂ) * (E - Eg) * (E + Δ) - q ^ 2 * (E + 2 * Δ / 3) ≠ 0 := by
    unfold secular at hc
    exact_mod_cast hc
  have h1 : (E : ℂ) ≠ 0 := by exact_mod_cast hE.ne'
  have h2 : (E : ℂ) + Δ ≠ 0 := by exact_mod_cast (by positivity : E + Δ ≠ 0)
  have h3 : (E : ℂ) + 2 * Δ / 3 ≠ 0 := by
    exact_mod_cast (by positivity : E + 2 * Δ / 3 ≠ 0)
  -- the two circular combinations of `p_x` and `p_y`
  have hw : ((E : ℂ) + 2 * Δ / 3) * (x - Complex.I * y) = -(2 * Δ / 3) * z := by
    linear_combination -hx + Complex.I * hy + Δ / 3 * (z + x) * Complex.I_sq
  have hu : (E : ℂ) * (x + Complex.I * y) = 0 := by
    linear_combination -hx - Complex.I * hy - Δ / 3 * (z + x) * Complex.I_sq
  have hzs : (E : ℂ) * (E + Δ) * z = q * (E + 2 * Δ / 3) * s := by
    linear_combination -((E : ℂ) + 2 * Δ / 3) * hz - Δ / 3 * hw
  -- eliminating `p_z` leaves the cubic times the `s` amplitude
  have hcs : ((E : ℂ) * (E - Eg) * (E + Δ) - q ^ 2 * (E + 2 * Δ / 3)) * s = 0 := by
    linear_combination -((E : ℂ) * (E + Δ)) * hs + q * hzs
  have s0 : s = 0 := (mul_eq_zero.mp hcs).resolve_left hc'
  rw [s0, mul_zero] at hzs
  have z0 : z = 0 := (mul_eq_zero.mp hzs).resolve_left (mul_ne_zero h1 h2)
  rw [z0, mul_zero] at hw
  have w0 := (mul_eq_zero.mp hw).resolve_left h3
  have u0 := (mul_eq_zero.mp hu).resolve_left h1
  refine ⟨s0, ?_, ?_, z0⟩
  · linear_combination (1 / 2 : ℂ) * w0 + (1 / 2 : ℂ) * u0
  · linear_combination (-Complex.I / 2) * (u0 - w0) + y * Complex.I_sq

/-- For `Δ > 0`, a positive energy is a level of the Kane matrix exactly when it is a root
of the Kane cubic. -/
theorem isLevel_iff {Eg Δ q E : ℝ} (hΔ : 0 < Δ) (hE : 0 < E) :
    IsLevel Eg Δ q E ↔ secular Eg Δ q E = 0 := by
  constructor
  · rintro ⟨v, hv, h⟩
    by_contra hc
    rw [kane_mulVec] at h
    obtain ⟨a0, a1, a2, a3⟩ := sector_zero hΔ hE hc (congrFun h (0, 0))
      (congrFun h (1, 1)) (congrFun h (2, 1)) (congrFun h (3, 0))
    have e1 : Δ / 3 * (v (3, 1) - Complex.I * v (2, 0) - v (1, 0)) = E * v (1, 0) :=
      congrFun h (1, 0)
    have e2 : Δ / 3 * (-Complex.I * v (3, 1) + Complex.I * v (1, 0) - v (2, 0))
        = E * v (2, 0) := congrFun h (2, 0)
    have e3 : q * v (0, 1) + Δ / 3 * (Complex.I * v (2, 0) + v (1, 0) - v (3, 1))
        = E * v (3, 1) := congrFun h (3, 1)
    -- the other sector is the same after reversing the sign of `p_x`
    obtain ⟨b0, b1, b2, b3⟩ := sector_zero (s := v (0, 1)) (x := -v (1, 0))
      (y := v (2, 0)) (z := v (3, 1)) hΔ hE hc (congrFun h (0, 1))
      (by linear_combination -e1) (by linear_combination e2) (by linear_combination e3)
    apply hv
    ext ⟨i, s⟩
    fin_cases i <;> fin_cases s
    exacts [a0, b0, neg_eq_zero.mp b1, a1, b2, a2, a3, b3]
  · intro hc
    have hc' : (E : ℂ) * (E - Eg) * (E + Δ) - q ^ 2 * (E + 2 * Δ / 3) = 0 := by
      unfold secular at hc
      exact_mod_cast hc
    have hI := Complex.I_mul_I
    refine ⟨fun p => (!![(E : ℂ) * (E + Δ), 0; 0, -(Δ / 3 * q);
      0, -(Complex.I * (Δ / 3 * q)); q * (E + 2 * Δ / 3), 0] :
      Matrix (Fin 4) (Fin 2) ℂ) p.1 p.2, ?_, ?_⟩
    · intro h
      have h0 : (E : ℂ) * (E + Δ) = 0 := congrFun h (0, 0)
      have h1 : E * (E + Δ) = 0 := by exact_mod_cast h0
      have h2 : 0 < E * (E + Δ) := by positivity
      exact h2.ne' h1
    · rw [kane_mulVec]
      ext ⟨i, s⟩
      fin_cases i <;> fin_cases s <;> simp <;> grind

/-- Zero is a level of the Kane matrix for every coupling `q`. -/
theorem flat_level (Eg Δ q : ℝ) : IsLevel Eg Δ q 0 := by
  refine ⟨fun p => (!![0, 0; 0, 1; 0, -Complex.I; 0, 0] :
    Matrix (Fin 4) (Fin 2) ℂ) p.1 p.2, ?_, ?_⟩
  · intro h
    have h0 : (1 : ℂ) = 0 := congrFun h (1, 1)
    exact one_ne_zero h0
  · rw [kane_mulVec]
    ext ⟨i, s⟩
    fin_cases i <;> fin_cases s <;> simp

/-- For `Δ > 0` and `q ≠ 0`, every positive level lies above `max(Eg, 0)` by less
than `|q|`. -/
theorem level_bounds {Eg Δ q E : ℝ} (hΔ : 0 < Δ) (hq : q ≠ 0) (hE : 0 < E)
    (h : IsLevel Eg Δ q E) : max Eg 0 < E ∧ E < max Eg 0 + |q| := by
  have hc := (isLevel_iff hΔ hE).mp h
  unfold secular at hc
  have hq2 : 0 < q ^ 2 := by positivity
  have hp : 0 < E * (E + Δ) * (E - Eg) := by
    have : E * (E + Δ) * (E - Eg) = q ^ 2 * (E + 2 * Δ / 3) := by linear_combination hc
    rw [this]
    positivity
  have hg : 0 < E - Eg := (mul_pos_iff_of_pos_left (by positivity)).mp hp
  have hm : max Eg 0 < E := max_lt (by linarith) hE
  refine ⟨hm, ?_⟩
  have h1 : E * (E - Eg) < q ^ 2 := by
    refine lt_of_mul_lt_mul_right (a := E + Δ) ?_ (by positivity)
    nlinarith [mul_pos hq2 hΔ]
  have h2 : (E - max Eg 0) * (E - max Eg 0) ≤ E * (E - Eg) :=
    mul_le_mul (by linarith [le_max_right Eg 0]) (by linarith [le_max_left Eg 0])
      (by linarith) hE.le
  have h3 : |E - max Eg 0| < |q| := sq_lt_sq.mp (by nlinarith)
  linarith [le_abs_self (E - max Eg 0)]

/-- For `Δ > 0` and `q ≠ 0`, the Kane matrix has exactly one positive level, whatever the
sign of `Eg`. -/
theorem existsUnique_level (Eg : ℝ) {Δ q : ℝ} (hΔ : 0 < Δ) (hq : q ≠ 0) :
    ∃! E : ℝ, 0 < E ∧ IsLevel Eg Δ q E := by
  have hq2 : 0 < q ^ 2 := by positivity
  have ht : 0 < |q| := abs_pos.mpr hq
  have hm0 := le_max_right Eg 0
  have hm1 := le_max_left Eg 0
  have hf0 : secular Eg Δ q 0 < 0 := by
    unfold secular
    nlinarith [mul_pos hq2 hΔ]
  have hfB : 0 ≤ secular Eg Δ q (max Eg 0 + |q|) := by
    have h1 : |q| * |q| ≤ (max Eg 0 + |q|) * (max Eg 0 + |q| - Eg) :=
      mul_le_mul (by linarith) (by linarith) ht.le (by linarith)
    rw [abs_mul_abs_self] at h1
    have h2 := mul_le_mul_of_nonneg_right h1
      (by linarith : 0 ≤ max Eg 0 + |q| + Δ)
    unfold secular
    nlinarith [mul_pos hq2 hΔ]
  -- the cubic changes sign between `0` and `max(Eg, 0) + |q|`
  have hcont : Continuous (secular Eg Δ q) := by
    unfold secular
    fun_prop
  obtain ⟨E, hEI, hroot⟩ := intermediate_value_Icc
    (by linarith : (0 : ℝ) ≤ max Eg 0 + |q|) hcont.continuousOn ⟨hf0.le, hfB⟩
  have hE : 0 < E := by
    refine lt_of_le_of_ne hEI.1 ?_
    rintro rfl
    exact hf0.ne hroot
  have hL := (isLevel_iff hΔ hE).mpr hroot
  refine ⟨E, ⟨hE, hL⟩, ?_⟩
  rintro b ⟨hb, hbL⟩
  have hbr := (isLevel_iff hΔ hb).mp hbL
  have hgE : Eg < E := lt_of_le_of_lt hm1 (level_bounds hΔ hq hE hL).1
  unfold secular at hroot hbr
  -- the difference of two positive roots, times a factor shown positive below, is zero
  have hd : (b - E) * (E * b * (E + b + Δ - Eg) + q ^ 2 * (2 * Δ / 3)) = 0 := by
    linear_combination E * hbr - b * hroot
  have hpos : 0 < E * b * (E + b + Δ - Eg) + q ^ 2 * (2 * Δ / 3) := by
    have : 0 < E + b + Δ - Eg := by linarith
    positivity
  exact sub_eq_zero.mp ((mul_eq_zero.mp hd).resolve_right hpos.ne')

/-- For `Δ > 0`, any choice of a positive level at each `q ≠ 0` tends to `max(Eg, 0)` as
the coupling vanishes. -/
theorem level_tendsto {Eg Δ : ℝ} (hΔ : 0 < Δ) {Ec : ℝ → ℝ}
    (h : ∀ q, q ≠ 0 → 0 < Ec q ∧ IsLevel Eg Δ q (Ec q)) :
    Tendsto Ec (𝓝[≠] 0) (𝓝 (max Eg 0)) := by
  have hcont : Continuous fun q : ℝ => max Eg 0 + |q| := by fun_prop
  have hup : Tendsto (fun q : ℝ => max Eg 0 + |q|) (𝓝[≠] 0) (𝓝 (max Eg 0)) :=
    (hcont.tendsto' 0 _ (by simp)).mono_left nhdsWithin_le_nhds
  refine tendsto_of_tendsto_of_tendsto_of_le_of_le' tendsto_const_nhds hup ?_ ?_
  · filter_upwards [self_mem_nhdsWithin] with q hq
    exact (level_bounds hΔ hq (h q hq).1 (h q hq).2).1.le
  · filter_upwards [self_mem_nhdsWithin] with q hq
    exact (level_bounds hΔ hq (h q hq).1 (h q hq).2).2.le


/-- For `Δ > 0`, the positive level comes down to zero as the coupling vanishes exactly
when `Eg ≤ 0`. -/
theorem gap_closes_iff {Eg Δ : ℝ} (hΔ : 0 < Δ) {Ec : ℝ → ℝ}
    (h : ∀ q, q ≠ 0 → 0 < Ec q ∧ IsLevel Eg Δ q (Ec q)) :
    Tendsto Ec (𝓝[≠] 0) (𝓝 0) ↔ Eg ≤ 0 := by
  have hlim := level_tendsto hΔ h
  constructor
  · intro h0
    have hmax : max Eg 0 = 0 := tendsto_nhds_unique hlim h0
    exact (le_max_left Eg 0).trans hmax.le
  · intro hg
    rwa [max_eq_right hg] at hlim


end

end KaneInvertedGap
```

```lean
#print axioms KaneInvertedGap.flat_level
#print axioms KaneInvertedGap.existsUnique_level
#print axioms KaneInvertedGap.level_tendsto
#print axioms KaneInvertedGap.gap_closes_iff
```

```
'KaneInvertedGap.flat_level' depends on axioms: [propext, Classical.choice, Quot.sound]
'KaneInvertedGap.existsUnique_level' depends on axioms: [propext, Classical.choice, Quot.sound]
'KaneInvertedGap.level_tendsto' depends on axioms: [propext, Classical.choice, Quot.sound]
'KaneInvertedGap.gap_closes_iff' depends on axioms: [propext, Classical.choice, Quot.sound]
```

## The matrix and its zero of energy

`kane Eg Δ q` acts on amplitudes `v (i, s)`. The orbital index `i` runs over $s,p_x,p_y,p_z$ as 0, 1, 2, 3, and the spin index is 0 for up and 1 for down. The matrix is

$$H = h\otimes 1 + \tfrac{2\Delta}{3}\,\mathbf l\cdot\mathbf s ,$$

where $h$ has $E_g$ on the $s$ diagonal entry, $-\Delta/3$ on the three $p$ entries, and $q$ between $s$ and $p_z$. On the $p$ states $\mathbf l\cdot\mathbf s$ equals $1/2$ for $j=3/2$ and $-1$ for $j=1/2$, so at $q=0$ the $p$ levels lie at $0$ and $-\Delta$. The hypothesis `0 < Δ` puts the split-off level below the $j=3/2$ level.

In a crystal, $q$ stands for the momentum matrix element divided by the free-electron mass and multiplied by a wavevector along $z$, with the phase of the $s$ orbital chosen to make it real. The free-electron kinetic energy and the coupling to remote bands are left out.

`IsLevel Eg Δ q E` says that the real number $E$ has a nonzero complex eigenvector. Since $H$ is Hermitian, restricting $E$ to real values loses nothing. The predicate records energies, not their degeneracies.

## What happens to the gap

Four theorems describe the spectrum at and above zero.

- `flat_level`: zero is a level for every $q$, with no condition on $\Delta$ or $E_g$.
- `existsUnique_level`: for $\Delta>0$ and $q\ne0$ there is exactly one positive level, whatever the sign of $E_g$.
- `level_tendsto`: for $\Delta>0$, if `Ec q` is a positive level for each $q\neq0$, then it tends to $\max(E_g,0)$ as $q\to0$.
- `gap_closes_iff`: this limit is zero exactly when $E_g\le0$.

The first two together say that no level lies strictly between $0$ and $E_c(q)$, so $E_c(q)$ is the gap above the flat level. The limit is taken over $q\neq0$, written `𝓝[≠] 0`, and the value of `Ec` at $q=0$ is irrelevant. This matters for $E_g\le0$, where the matrix at $q=0$ has no positive level at all.

In normal order, $E_g>0$, the gap tends to $E_g$. In inverted order it tends to zero: the upper band edge now comes from the $j=3/2$ level, which also contains the flat state. For electronic structure this is the zero-gap behaviour of an unstrained bulk zinc-blende semiconductor in inverted order, within a non-interacting eight-state model along one direction of wavevector. Strain or confinement, which can split the $j=3/2$ level and open a gap, is not in the matrix.

## Reducing eight amplitudes to a cubic

The lemma `kane_mulVec` writes out $Hv$ component by component. The eight equations split into two sets of four. One contains $s\!\uparrow$, $p_x\!\downarrow$, $p_y\!\downarrow$, $p_z\!\uparrow$, with amplitudes called $s,x,y,z$:

$$\begin{aligned}
E_g s+qz&=Es,\\
\tfrac{\Delta}{3}(-z+iy-x)&=Ex,\\
\tfrac{\Delta}{3}(-iz-ix-y)&=Ey,\\
qs+\tfrac{\Delta}{3}(iy-x-z)&=Ez .
\end{aligned}$$

The other set has the spins reversed and becomes identical after $x\to-x$.

Add $\mp i$ times the third equation to the second:

$$\left(E+\tfrac{2\Delta}{3}\right)(x-iy)=-\tfrac{2\Delta}{3}z,\qquad E(x+iy)=0 .$$

The fourth equation reads $(E+\Delta/3)z+(\Delta/3)(x-iy)=qs$. Multiplying it by $E+2\Delta/3$ and inserting the first relation gives

$$\left[\left(E+\tfrac{\Delta}{3}\right)\left(E+\tfrac{2\Delta}{3}\right)-\tfrac{2\Delta^2}{9}\right]z=E(E+\Delta)z=q\left(E+\tfrac{2\Delta}{3}\right)s .$$

Finally, multiply $(E-E_g)s=qz$ by $E(E+\Delta)$. The result is $f(E)\,s=0$, with

$$f(E)=E(E-E_g)(E+\Delta)-q^2\left(E+\tfrac{2\Delta}{3}\right),$$

which is `secular` in the code.

Let $E>0$ and $\Delta>0$, so that $E$, $E+\Delta$ and $E+2\Delta/3$ are all nonzero. If $f(E)\neq0$, then $s=0$, hence $z=0$, hence $x-iy=x+iy=0$, and every amplitude vanishes. This is `sector_zero`; its `linear_combination` steps are the eliminations above. `isLevel_iff` applies it to both sectors, so a positive level must be a root of $f$.

Conversely, if $f(E)=0$, an unnormalised eigenvector is

$$s=E(E+\Delta),\quad x=-\tfrac{\Delta q}{3},\quad y=-\tfrac{i\Delta q}{3},\quad z=q\left(E+\tfrac{2\Delta}{3}\right),$$

and it is nonzero because $s>0$. `isLevel_iff` supplies this vector and checks its eight components.

The flat level has an even simpler state, $(p_x-ip_y)\!\downarrow/\sqrt2$, which `flat_level` uses without the factor $1/\sqrt2$. It has $j=3/2$ and $m_j=-3/2$, and contains no $p_z$, so $q$ never reaches it.

## Trapping the positive root

Keep $\Delta>0$, write $m=\max(E_g,0)$ and let $E>0$ be a level with $q\ne0$. The root equation is

$$E(E+\Delta)(E-E_g)=q^2\left(E+\tfrac{2\Delta}{3}\right)>0,$$

so $E>E_g$, and therefore $E>m$. Dividing by $E+\Delta$ gives $E(E-E_g)<q^2$. Since $0<E-m\le E$ and $E-m\le E-E_g$,

$$(E-m)^2\le E(E-E_g)<q^2 .$$

Hence $m<E<m+|q|$, which is `level_bounds`.

**Existence.** At zero, $f(0)=-2\Delta q^2/3<0$. At $B=m+|q|$ both $B$ and $B-E_g$ are at least $|q|$, so

$$f(B)\ge q^2(B+\Delta)-q^2\left(B+\tfrac{2\Delta}{3}\right)=\tfrac{\Delta q^2}{3}>0 .$$

The intermediate value theorem, `intermediate_value_Icc`, gives a root in $[0,B]$, and it is not zero because $f(0)\neq0$.

**Uniqueness.** For two positive roots $E$ and $b$,

$$0=E f(b)-b f(E)=(b-E)\left[Eb(E+b+\Delta-E_g)+\tfrac{2\Delta q^2}{3}\right].$$

The bracket is positive because $E>E_g$, so $b=E$. In `existsUnique_level` this identity is the step `hd`, and the sign of the bracket is `hpos`.

**Limit.** As $q\to0$, both bounds in $m<E_c(q)<m+|q|$ tend to $m$; `level_tendsto` is this squeeze. If $E_c(q)$ also tends to zero, uniqueness of limits gives $m=0$, that is, $E_g\le0$. Conversely, $E_g\le0$ makes $m=0$. These are the two directions of `gap_closes_iff`.

## Levels as roots of a determinant

Levels could also have been defined as the roots of $\det(E-H)$. For this matrix the determinant is $[E f(E)]^2$, a computation by hand that the file does not contain. That definition would cover the levels at and below zero in the same formula and would show the double degeneracy arising from the two sectors. The positive energies and their limit would be unchanged, since the determinant vanishes exactly when there is a nonzero eigenvector. The eigenvector definition lets the proof work directly with the elimination in one sector, carried over to the other by a change of sign, and with an explicit state for the converse.
